# Chebyshev–Markov–Stieltjes bounds on the cumulative weight of a finite spectrum with nonnegative weights

To estimate the integrated local density of states of a large but finite Hamiltonian matrix, one can run $n$ Lanczos steps from a normalised orbital, diagonalise the resulting $n\times n$ tridiagonal matrix, and add up the weights of its levels up to a chosen energy. If the small spectrum has the same moments $0$ to $2n-2$ as the true one, this sum is wrong at each of its own levels by at most the weight of that level.

Call the small spectrum's levels $x_0<\dots<x_{n-1}$ and their weights $w_j$. The true spectrum has energies $y_i$ and weights $v_i\ge 0$. In the Lanczos case, $w_j$ is the squared modulus of the first component of the $j$-th normalised eigenvector of the tridiagonal matrix, and $v_i$ is the squared modulus of the overlap between the starting orbital and the $i$-th vector of an orthonormal eigenbasis of the Hamiltonian. Equality of the moments is a hypothesis here: Lanczos provides it when there is no rounding and no early breakdown, but the algorithm itself is not modelled.

## Spectra as finite sums

```lean
import Mathlib

open Polynomial

namespace ChebyshevMarkovStieltjes

noncomputable section

/-- The `p`-th moment of a finite spectrum with energies `x i` and weights `w i`. -/
def moment {ι : Type} [Fintype ι] (w x : ι → ℝ) (p : ℕ) : ℝ := ∑ i, w i * x i ^ p
```

The $p$-th moment is $\sum_i w_i x_i^p$, with $x^0=1$ even at $x=0$. The type `ι` is any finite set of labels. Weights come before energies in the argument list, and energies may repeat.

```lean
/-- The spectral weight strictly below the energy `E`. -/
def weightBelow {ι : Type} [Fintype ι] (w x : ι → ℝ) (E : ℝ) : ℝ := ∑ i with x i < E, w i
```

This is the weight at energies strictly below $E$.

```lean
/-- The spectral weight at or below the energy `E` (the integrated density of states). -/
def weightUpTo {ι : Type} [Fintype ι] (w x : ι → ℝ) (E : ℝ) : ℝ := ∑ i with x i ≤ E, w i
```

Here a level at $E$ itself is counted too.

```lean
/-- The spectral weight located exactly at the energy `E`. -/
def levelWeight {ι : Type} [Fintype ι] (w x : ι → ℝ) (E : ℝ) : ℝ := ∑ i with x i = E, w i
```

This is the weight exactly at $E$, with degenerate levels added together.

## A polynomial that separates two groups of nodes

```lean
/-- If all nodes in `s` lie below all nodes in `t`, there are a polynomial `P` of degree at most
`|s| + |t| - 1` (at most zero if both lists are empty) and real functions `R`, `G` such that, at
every real `z`, `P` is the product of all `b - z` with `b` in `t`, times `R z`, and `1 - P` is the
product of all `z - a` with `a` in `s`, times `G z`. Here `R z` is nonnegative if no node of `s`
exceeds `z`, and `G z` is nonnegative if `z` exceeds no node of `t`. -/
theorem exists_separating_polynomial (s t : List ℝ) (h : ∀ a ∈ s, ∀ b ∈ t, a < b) :
    ∃ (P : ℝ[X]) (R G : ℝ → ℝ), P.natDegree ≤ s.length + t.length - 1 ∧
      (∀ z, P.eval z = (t.map fun b => b - z).prod * R z) ∧
      (∀ z, 1 - P.eval z = (s.map fun a => z - a).prod * G z) ∧
      (∀ z, (∀ a ∈ s, a ≤ z) → 0 ≤ R z) ∧ (∀ z, (∀ b ∈ t, z ≤ b) → 0 ≤ G z) := by
  induction s generalizing t with
  | nil => exact ⟨0, fun _ => 0, fun _ => 1, by simp, by simp, by simp, by simp, by simp⟩
  | cons a s ihs =>
    induction t with
    | nil => exact ⟨1, fun _ => 1, fun _ => 0, by simp, by simp, by simp, by simp, by simp⟩
    | cons b t iht =>
      -- average the solutions with `a` removed and with `b` removed
      obtain ⟨P, R, G, hP, hR, hG, hR0, hG0⟩ := ihs (b :: t)
        (fun c hc d hd => h c (List.mem_cons_of_mem _ hc) d hd)
      obtain ⟨P', R', G', hP', hR', hG', hR0', hG0'⟩ := iht
        (fun c hc d hd => h c hc d (List.mem_cons_of_mem _ hd))
      have hab : 0 < b - a := sub_pos.2 (h a (by simp) b (by simp))
      obtain ⟨u, hu0, hu⟩ : ∃ u : ℝ, 0 ≤ u ∧ u * (b - a) = 1 :=
        ⟨(b - a)⁻¹, inv_nonneg.2 hab.le, inv_mul_cancel₀ hab.ne'⟩
      refine ⟨C u * ((X - C a) * P + (C b - X) * P'), fun z => u * ((z - a) * R z + R' z),
        fun z => u * (G z + (b - z) * G' z), ?_, fun z => ?_, fun z => ?_,
        fun z hz => ?_, fun z hz => ?_⟩
      · have h1 : (X - C a : ℝ[X]).natDegree ≤ 1 := by compute_degree
        have h2 : (C b - X : ℝ[X]).natDegree ≤ 1 := by compute_degree
        have h3 := natDegree_mul_le (p := X - C a) (q := P)
        have h4 := natDegree_mul_le (p := C b - X) (q := P')
        simp only [List.length_cons] at hP hP' ⊢
        refine (natDegree_C_mul_le _ _).trans (natDegree_add_le_of_degree_le ?_ ?_) <;> omega
      · have e1 := hR z
        have e2 := hR' z
        simp only [List.map_cons, List.prod_cons] at e1 ⊢
        simp only [eval_mul, eval_C, eval_add, eval_sub, eval_X]
        rw [e1, e2]
        ring
      · have e1 := hG z
        have e2 := hG' z
        simp only [List.map_cons, List.prod_cons] at e2 ⊢
        simp only [eval_mul, eval_C, eval_add, eval_sub, eval_X]
        linear_combination u * (z - a) * e1 + u * (b - z) * e2 - hu
      · exact mul_nonneg hu0 (add_nonneg (mul_nonneg (sub_nonneg.2 (hz a (by simp)))
          (hR0 z fun c hc => hz c (List.mem_cons_of_mem _ hc))) (hR0' z hz))
      · exact mul_nonneg hu0 (add_nonneg (hG0 z hz) (mul_nonneg (sub_nonneg.2 (hz b (by simp)))
          (hG0' z fun c hc => hz c (List.mem_cons_of_mem _ hc))))
```

Let every node in the list $s$ lie below every node in the list $t$; nodes may be repeated. The theorem provides a polynomial $P$ and functions $R,G$ with

$$P(z)=\prod_{b\in t}(b-z)\,R(z),\qquad 1-P(z)=\prod_{a\in s}(z-a)\,G(z),$$

where $R\ge0$ if $z$ is at or above all of $s$, and $G\ge0$ if $z$ is at or below all of $t$.

If $s$ is empty, take $P=0$, $R=0$, $G=1$. If only $t$ is empty, take $P=1$, $R=1$, $G=0$. Otherwise pick the first nodes $a\in s$ and $b\in t$. Let $P_1,R_1,G_1$ solve the problem without $a$, and $P_2,R_2,G_2$ the one without $b$. Set

$$P=\frac{(z-a)P_1+(b-z)P_2}{b-a}.$$

The two coefficients sum to 1, so $1-P$ is the same average of $1-P_1$ and $1-P_2$. Taking out the node products leaves

$$R=\frac{(z-a)R_1+R_2}{b-a},\qquad G=\frac{G_1+(b-z)G_2}{b-a},$$

which have the required signs. Both smaller solutions have degree at most $|s|+|t|-2$, and the linear factors add one.

In Lean, the nested `induction` supplies the two smaller solutions, `obtain` unpacks them, and `u` is $1/(b-a)$.

## From equal moments to equal averages

```lean
/-- If a spectrum of `n` levels shares the moments `0` to `2n - 2` with another finite spectrum,
both give the same weighted sum of every polynomial of degree at most `2n - 2`. -/
theorem polynomial_average_eq {n : ℕ} {ι : Type} [Fintype ι] {w x : Fin n → ℝ} {v y : ι → ℝ}
    (hm : ∀ p, p + 1 < 2 * n → moment w x p = moment v y p)
    (P : ℝ[X]) (hP : P.natDegree + 1 < 2 * n) :
    ∑ j, w j * P.eval (x j) = ∑ i, v i * P.eval (y i) := by
  have key : ∀ {κ : Type} [Fintype κ] (u z : κ → ℝ), ∑ i, u i * P.eval (z i) =
      ∑ p ∈ Finset.range (P.natDegree + 1), P.coeff p * moment u z p := by
    intro κ _ u z
    simp only [eval_eq_sum_range, moment, Finset.mul_sum]
    rw [Finset.sum_comm]
    exact Finset.sum_congr rfl fun _ _ => Finset.sum_congr rfl fun _ _ => by ring
  rw [key, key]
  refine Finset.sum_congr rfl fun p hp => ?_
  have := Finset.mem_range.1 hp
  rw [hm p (by omega)]
```

Write $P(z)=\sum_p c_p z^p$. For any spectrum, exchanging the sums gives $\sum_i v_iP(y_i)=\sum_p c_p\sum_i v_iy_i^p$, which is the step named `key`. If the degree is at most $2n-2$, only shared moments occur, so both spectra give the same value. The code writes this range as `p + 1 < 2 * n`.

## Polynomials above and below the step

```lean
/-- For increasing levels, a polynomial of degree at most `2n - 2` lies above the step that
drops from 1 to 0 just after `x k`, and agrees with this step at every level. -/
theorem exists_majorant {n : ℕ} {x : Fin n → ℝ} (hx : StrictMono x) (k : Fin n) :
    ∃ P : ℝ[X], P.natDegree + 1 < 2 * n ∧
      (∀ j, P.eval (x j) = if j ≤ k then 1 else 0) ∧
      ∀ z, (if z ≤ x k then (1 : ℝ) else 0) ≤ P.eval z := by
  obtain ⟨L, hL, hLl⟩ : ∃ L : List ℝ, (∀ a, a ∈ L ↔ ∃ j, j < k ∧ x j = a) ∧
      L.length = (k : ℕ) := ⟨(Finset.Iio k).toList.map x, by simp, by simp⟩
  obtain ⟨U, hU, hUl⟩ : ∃ U : List ℝ, (∀ a, a ∈ U ↔ ∃ j, k < j ∧ x j = a) ∧
      U.length = n - 1 - (k : ℕ) := ⟨(Finset.Ioi k).toList.map x, by simp, by simp⟩
  have hs : ∀ a ∈ x k :: (L ++ L), a ≤ x k := by
    intro a ha
    simp only [List.mem_cons, List.mem_append, or_self, hL] at ha
    rcases ha with rfl | ⟨j, hj, rfl⟩
    exacts [le_rfl, (hx hj).le]
  have ht : ∀ b ∈ U ++ U, x k < b := by
    intro b hb
    simp only [List.mem_append, or_self, hU] at hb
    obtain ⟨i, hi, rfl⟩ := hb
    exact hx hi
  -- every level is a double node, except `x k`
  obtain ⟨P, R, G, hP, hR, hG, hR0, hG0⟩ := exists_separating_polynomial
    (x k :: (L ++ L)) (U ++ U) (fun a ha b hb => (hs a ha).trans_lt (ht b hb))
  refine ⟨P, ?_, fun j => ?_, fun z => ?_⟩
  · simp only [List.length_cons, List.length_append, hLl, hUl] at hP
    have := k.isLt
    omega
  · split_ifs with hj
    · have hmem : x j ∈ x k :: (L ++ L) := by
        rcases hj.eq_or_lt with h | h
        · simp [h]
        · exact List.mem_cons_of_mem _ (List.mem_append_left _ ((hL _).2 ⟨j, h, rfl⟩))
      have h0 : ((x k :: (L ++ L)).map fun a => x j - a).prod = 0 :=
        List.prod_eq_zero (List.mem_map.2 ⟨x j, hmem, sub_self _⟩)
      have h1 := hG (x j)
      rw [h0, zero_mul] at h1
      linarith
    · have h0 : ((U ++ U).map fun b => b - x j).prod = 0 :=
        List.prod_eq_zero (List.mem_map.2 ⟨x j,
          List.mem_append_left _ ((hU _).2 ⟨j, not_le.1 hj, rfl⟩), sub_self _⟩)
      rw [hR, h0, zero_mul]
  · split_ifs with hz
    · have h1 := hG z
      have hg := hG0 z fun b hb => hz.trans (ht b hb).le
      simp only [List.map_cons, List.map_append, List.prod_cons, List.prod_append] at h1
      nlinarith [mul_nonneg (mul_nonneg (sub_nonneg.2 hz)
        (mul_self_nonneg (L.map fun a => z - a).prod)) hg]
    · rw [hR]
      simp only [List.map_append, List.prod_append]
      exact mul_nonneg (mul_self_nonneg _) (hR0 z fun a ha => (hs a ha).trans (not_le.1 hz).le)
```

Use the separating polynomial with $x_k$ once and each lower level twice in $s$, and each higher level twice in $t$. Its degree is at most $1+2k+2(n-1-k)-1=2n-2$. At each level one node product vanishes, so $P(x_j)=1$ for $j\le k$ and $P(x_j)=0$ for $j>k$. Elsewhere:

- For $z\le x_k$, $1-P(z)=(z-x_k)\prod_{j<k}(z-x_j)^2\,G(z)\le0$, so $P(z)\ge1$.
- For $z>x_k$, $P(z)=\prod_{j>k}(x_j-z)^2\,R(z)\ge0$.

Doubling $x_k$ as well, for the sake of symmetry, would spoil the argument: the factor $z-x_k$ would lose its sign change, and the degree bound would rise to $2n-1$, beyond the shared moments.

```lean
/-- For increasing levels, a polynomial of degree at most `2n - 2` lies below the step that
drops from 1 to 0 at `x k`, and agrees with this step at every level. -/
theorem exists_minorant {n : ℕ} {x : Fin n → ℝ} (hx : StrictMono x) (k : Fin n) :
    ∃ P : ℝ[X], P.natDegree + 1 < 2 * n ∧
      (∀ j, P.eval (x j) = if j < k then 1 else 0) ∧
      ∀ z, P.eval z ≤ if z < x k then (1 : ℝ) else 0 := by
  -- reflect the energy axis and the order of the levels
  obtain ⟨P, hd, hval, hP⟩ := exists_majorant (x := fun j => -x j.rev)
    (fun i j hij => neg_lt_neg (hx (Fin.rev_lt_rev.2 hij))) k.rev
  refine ⟨1 - P.comp (-X), ?_, fun j => ?_, fun z => ?_⟩
  · have h1 := natDegree_sub_le (1 : ℝ[X]) (P.comp (-X))
    have h2 : (P.comp (-X)).natDegree = P.natDegree := by
      rw [natDegree_comp, natDegree_neg, natDegree_X, mul_one]
    rw [h2, natDegree_one] at h1
    have h3 : max 0 P.natDegree = P.natDegree := Nat.zero_max _
    omega
  · have h1 := hval j.rev
    simp only [Fin.rev_rev, Fin.rev_le_rev] at h1
    simp only [eval_sub, eval_one, eval_comp, eval_neg, eval_X, h1]
    by_cases hj : j < k
    · simp [hj, not_le.2 hj]
    · simp [hj, not_lt.1 hj]
  · have h1 := hP (-z)
    simp only [Fin.rev_rev, neg_le_neg_iff] at h1
    simp only [eval_sub, eval_one, eval_comp, eval_neg, eval_X]
    by_cases hz : z < x k
    · rw [if_neg (not_le.2 hz)] at h1
      rw [if_pos hz]
      linarith
    · rw [if_pos (not_lt.1 hz)] at h1
      rw [if_neg hz]
      linarith
```

For the lower bound, reflect the energy axis. Let $Q$ be the majorant for the levels $-x_{n-1-j}$ at index $n-1-k$, and set $P(z)=1-Q(-z)$. If $z\ge x_k$, then $Q(-z)\ge1$ and $P(z)\le0$. If $z<x_k$, then $Q(-z)\ge0$ and $P(z)\le1$. At the levels, $P(x_j)$ is 1 for $j<k$ and 0 otherwise. `Fin.rev` is the index reversal.

## The bounds

```lean
/-- **Chebyshev-Markov-Stieltjes bounds.** If a finite spectrum with nonnegative weights shares
the moments `0` to `2n - 2` with `n` increasing levels `x j` of weights `w j`, its weight below
`x k` is at least `∑_{j<k} w j`, and its weight up to `x k` is at most `∑_{j≤k} w j`. -/
theorem chebyshev_markov_stieltjes {n : ℕ} {ι : Type} [Fintype ι] {w x : Fin n → ℝ}
    {v y : ι → ℝ} (hx : StrictMono x) (hv : ∀ i, 0 ≤ v i)
    (hm : ∀ p, p + 1 < 2 * n → moment w x p = moment v y p) (k : Fin n) :
    ∑ j with j < k, w j ≤ weightBelow v y (x k) ∧
      weightUpTo v y (x k) ≤ ∑ j with j ≤ k, w j := by
  constructor
  · obtain ⟨P, hd, hval, hP⟩ := exists_minorant hx k
    calc ∑ j with j < k, w j = ∑ j, w j * P.eval (x j) := by
          simp only [hval, mul_ite, mul_one, mul_zero, Finset.sum_filter]
      _ = ∑ i, v i * P.eval (y i) := polynomial_average_eq hm P hd
      _ ≤ ∑ i, v i * (if y i < x k then (1 : ℝ) else 0) :=
          Finset.sum_le_sum fun i _ => mul_le_mul_of_nonneg_left (hP (y i)) (hv i)
      _ = weightBelow v y (x k) := by
          simp only [weightBelow, mul_ite, mul_one, mul_zero, Finset.sum_filter]
  · obtain ⟨P, hd, hval, hP⟩ := exists_majorant hx k
    calc weightUpTo v y (x k) = ∑ i, v i * (if y i ≤ x k then (1 : ℝ) else 0) := by
          simp only [weightUpTo, mul_ite, mul_one, mul_zero, Finset.sum_filter]
      _ ≤ ∑ i, v i * P.eval (y i) :=
          Finset.sum_le_sum fun i _ => mul_le_mul_of_nonneg_left (hP (y i)) (hv i)
      _ = ∑ j, w j * P.eval (x j) := (polynomial_average_eq hm P hd).symm
      _ = ∑ j with j ≤ k, w j := by
          simp only [hval, mul_ite, mul_one, mul_zero, Finset.sum_filter]
```

The hypotheses are increasing levels (`hx`), nonnegative $v_i$ (`hv`) and equal moments (`hm`). The conclusion, for every $k$, is

$$\sum_{j<k}w_j\le\sum_{y_i<x_k}v_i,\qquad \sum_{y_i\le x_k}v_i\le\sum_{j\le k}w_j.$$

With the minorant $P$,

$$\sum_{j<k}w_j=\sum_jw_jP(x_j)=\sum_iv_iP(y_i)\le\sum_{y_i<x_k}v_i.$$

The majorant gives the second bound in the same way, and each `calc` block is such a chain. The inequality step uses $v_i\ge0$; no sign is assumed for $w_j$. The total weight need not be 1. The classical inequalities allow any positive measure with these moments, including a continuous density of states, while the spectrum here is a finite sum.

For $n=1$ only the total weight is shared, and the bounds say that the weight below $x_0$ is at least 0 and the weight up to $x_0$ is at most the total.

## What follows at a single level

```lean
/-- The weight up to an energy is the weight below it plus the weight located at it. -/
theorem weightUpTo_eq {ι : Type} [Fintype ι] (v y : ι → ℝ) (E : ℝ) :
    weightUpTo v y E = weightBelow v y E + levelWeight v y E := by
  simp only [weightUpTo, weightBelow, levelWeight, Finset.sum_filter]
  rw [← Finset.sum_add_distrib]
  refine Finset.sum_congr rfl fun i _ => ?_
  rcases lt_trichotomy (y i) E with h | h | h
  · simp [h, h.le, h.ne]
  · simp [h]
  · simp [not_le.2 h, not_lt.2 h.le, h.ne']
```

Each energy at or below $E$ is either below it or equal to it, so the weights add.

```lean
/-- Increasing levels attain both Chebyshev-Markov-Stieltjes bounds themselves, and their weight
at `x k` is `w k`. -/
theorem bounds_attained {n : ℕ} {x : Fin n → ℝ} (hx : StrictMono x) (w : Fin n → ℝ)
    (k : Fin n) : weightBelow w x (x k) = ∑ j with j < k, w j ∧
      weightUpTo w x (x k) = ∑ j with j ≤ k, w j ∧ levelWeight w x (x k) = w k := by
  unfold weightBelow weightUpTo levelWeight
  refine ⟨Finset.sum_congr (by ext j; simp [hx.lt_iff_lt]) fun _ _ => rfl,
    Finset.sum_congr (by ext j; simp [hx.le_iff_le]) fun _ _ => rfl, ?_⟩
  simp [Finset.sum_filter, hx.injective.eq_iff]
```

The levels $x_j$ are in increasing order, so $x_j<x_k$ means $j<k$. Their own spectrum therefore turns both bounds into equalities.

```lean
/-- A finite spectrum with nonnegative weights that shares the moments `0` to `2n - 2` with `n`
increasing levels carries at most the weight `w k` at the energy `x k`. -/
theorem levelWeight_le {n : ℕ} {ι : Type} [Fintype ι] {w x : Fin n → ℝ} {v y : ι → ℝ}
    (hx : StrictMono x) (hv : ∀ i, 0 ≤ v i)
    (hm : ∀ p, p + 1 < 2 * n → moment w x p = moment v y p) (k : Fin n) :
    levelWeight v y (x k) ≤ w k := by
  obtain ⟨h1, h2⟩ := chebyshev_markov_stieltjes hx hv hm k
  obtain ⟨a, b, c⟩ := bounds_attained hx w k
  linarith [weightUpTo_eq v y (x k), weightUpTo_eq w x (x k)]
```

Subtracting the first bound from the second leaves at most $w_k$ for the true weight at $x_k$. `linarith` does this linear arithmetic.

```lean
/-- If two finite spectra with nonnegative weights both share the moments `0` to `2n - 2` with
`n` increasing levels, their integrated densities of states at `x k` differ by at most `w k`. -/
theorem integrated_dos_discrepancy {n : ℕ} {ι κ : Type} [Fintype ι] [Fintype κ]
    {w x : Fin n → ℝ} {v y : ι → ℝ} {v' y' : κ → ℝ} (hx : StrictMono x)
    (hv : ∀ i, 0 ≤ v i) (hv' : ∀ i, 0 ≤ v' i)
    (hm : ∀ p, p + 1 < 2 * n → moment w x p = moment v y p)
    (hm' : ∀ p, p + 1 < 2 * n → moment w x p = moment v' y' p) (k : Fin n) :
    |weightUpTo v y (x k) - weightUpTo v' y' (x k)| ≤ w k := by
  obtain ⟨h1, h2⟩ := chebyshev_markov_stieltjes hx hv hm k
  obtain ⟨h3, h4⟩ := chebyshev_markov_stieltjes hx hv' hm' k
  obtain ⟨a, b, c⟩ := bounds_attained hx w k
  have p1 : 0 ≤ levelWeight v y (x k) := Finset.sum_nonneg fun i _ => hv i
  have p2 : 0 ≤ levelWeight v' y' (x k) := Finset.sum_nonneg fun i _ => hv' i
  have e := weightUpTo_eq w x (x k)
  have e1 := weightUpTo_eq v y (x k)
  have e2 := weightUpTo_eq v' y' (x k)
  rw [abs_le]
  constructor <;> linarith
```

For any spectrum obeying the hypotheses, the weight up to $x_k$ lies between $\sum_{j<k}w_j$ and $\sum_{j<k}w_j+w_k$. Two such values differ by at most $w_k$. Taking the small spectrum as one of the two gives the error estimate for the Lanczos sum. Its weights are nonnegative, as this requires, because `levelWeight_le` puts each $w_k$ at or above the true weight at $x_k$, which is itself nonnegative.

```lean
/-- The levels `-1, 1` with weights `1/2, 1/2` share the moments `0` to `2` with the spectrum
`-2, 0, 2` of weights `1/8, 3/4, 1/8`. -/
theorem chebyshev_markov_stieltjes_witness :
    StrictMono (![-1, 1] : Fin 2 → ℝ) ∧ (∀ i, 0 ≤ (![1/8, 3/4, 1/8] : Fin 3 → ℝ) i) ∧
      ∀ p, p + 1 < 2 * 2 → moment (![1/2, 1/2] : Fin 2 → ℝ) ![-1, 1] p =
        moment (![1/8, 3/4, 1/8] : Fin 3 → ℝ) ![-2, 0, 2] p := by
  refine ⟨?_, fun i => ?_, fun p hp => ?_⟩
  · norm_num [StrictMono, Fin.forall_fin_two]
  · fin_cases i <;> norm_num
  · have hp3 : p < 3 := by omega
    interval_cases p <;> norm_num [moment, Fin.sum_univ_succ]

end

end ChebyshevMarkovStieltjes
```

Both spectra in this example have moments $1,0,1$. At $x_0=-1$ the three-level spectrum has cumulative weight $1/8$, within the bound $1/2$. At $E=0$, between the levels, it has already reached $7/8$ while the two-level sum is still $1/2$: the upper bound by the small spectrum's sum, which holds at each level $x_k$, can fail between levels.

```lean
#print axioms ChebyshevMarkovStieltjes.chebyshev_markov_stieltjes
#print axioms ChebyshevMarkovStieltjes.levelWeight_le
#print axioms ChebyshevMarkovStieltjes.integrated_dos_discrepancy
```

```
'ChebyshevMarkovStieltjes.chebyshev_markov_stieltjes' depends on axioms: [propext, Classical.choice, Quot.sound]
'ChebyshevMarkovStieltjes.levelWeight_le' depends on axioms: [propext, Classical.choice, Quot.sound]
'ChebyshevMarkovStieltjes.integrated_dos_discrepancy' depends on axioms: [propext, Classical.choice, Quot.sound]
```
